# Method errors cancel in every isodesmic reaction exactly when they are sums of bond errors

Q: Suppose a method's energy errors for methane, ethane and propane are 0, 0 and 1 kcal/mol. The reaction propane + methane → 2 ethane conserves the numbers of C–H and C–C bonds, yet its error is −1 kcal/mol. Anyone who relies on the bond balance alone carries an error of 1 kcal/mol into the enthalpy of formation derived for propane. What must hold for the errors to cancel exactly in every reaction of this kind?

A: The species errors must be sums of per-bond errors. Let $M_{sb}$ be the amount of bond type $b$ in species $s$, $\delta_s$ the error of species $s$, and $\nu_s$ its stoichiometric coefficient, negative for reactants. The reaction is isodesmic if $\sum_s \nu_s M_{sb}=0$ for every $b$, and its error is $\sum_s \nu_s\delta_s$. This error vanishes for all isodesmic $\nu$ if and only if numbers $e_b$ exist with $\delta_s=\sum_b M_{sb}e_b$.

Q: How does that look in Lean?

A: The species form a finite type `S` and the bond types a finite type `B`.

```lean
import Mathlib

open Finset

namespace IsodesmicCancellation

noncomputable section
```

`bondSum M e` is the vector $Me$.

```lean
/-- The sum of per-bond contributions `e` over the bonds of species `s`. -/
def bondSum {S B : Type*} [Fintype B] (M : Matrix S B ℝ) (e : B → ℝ) (s : S) : ℝ :=
  ∑ b, M s b * e b

/-- A reaction with signed stoichiometric coefficients `nu` is isodesmic when it conserves
the amount of every bond type. -/
def IsIsodesmic {S B : Type*} [Fintype S] (M : Matrix S B ℝ) (nu : S → ℝ) : Prop :=
  ∀ b, ∑ s, nu s * M s b = 0

/-- The error of a reaction energy, given the error `delta s` of each species. -/
def reactionError {S : Type*} [Fintype S] (nu delta : S → ℝ) : ℝ :=
  ∑ s, nu s * delta s
```

For genuine bond counts, `countMatrix` turns natural numbers into real entries.

```lean
/-- The real matrix of integer bond counts. -/
def countMatrix {S B : Type*} (N : S → B → ℕ) : Matrix S B ℝ :=
  fun s b => (N s b : ℝ)
```

Q: I see no atom balance in `IsIsodesmic`.

A: There is none. For the alkanes it follows from the bond balance, since there is one hydrogen per C–H bond and each carbon has valence four. Where it doesn't follow, you can add atom counts as further columns of $M$; the vector $e$ then also contains per-atom errors. The classification of bonds is an input too: the theorem takes whatever types you choose.

Q: Show me the easy direction.

A: Insert $\delta_s=\sum_b M_{sb}e_b$ and exchange the sums:
$$\sum_s\nu_s\sum_b M_{sb}e_b=\sum_b\Big(\sum_s\nu_sM_{sb}\Big)e_b .$$
Each bracket is zero for an isodesmic reaction. In Lean, `Finset.sum_comm` makes the exchange.

```lean
/-- For bond-additive errors, the reaction error is the imbalance of each bond type times
the error of that bond, summed over bond types. -/
theorem reactionError_bondSum {S B : Type*} [Fintype S] [Fintype B]
    (M : Matrix S B ℝ) (nu : S → ℝ) (e : B → ℝ) :
    reactionError nu (bondSum M e) = ∑ b, (∑ s, nu s * M s b) * e b := by
  simp only [reactionError, bondSum, Finset.mul_sum, Finset.sum_mul]
  rw [Finset.sum_comm]
  refine Finset.sum_congr rfl fun b _ => Finset.sum_congr rfl fun s _ => ?_
  ring
```

Q: And the converse? Where do the bond errors come from?

A: From a linear functional. Define the bond balance $f(\nu)_b=\sum_s\nu_sM_{sb}$ and the reaction error $h(\nu)=\sum_s\nu_s\delta_s$. By assumption $h(\nu)=0$ whenever $f(\nu)=0$. If two reactions have the same balance, their difference is isodesmic, so they have the same error. Hence $g(f(\nu))=h(\nu)$ defines a linear map $g$ on the range of $f$, and it extends linearly to all bond vectors.

The Lean proof builds $g$ through a quotient. Once reactions that differ by an element of the kernel are identified, $f$ is injective and has a left inverse; following that inverse with the map induced by $h$ gives $g$.

```lean
/-- A linear map that vanishes wherever `f` vanishes factors through `f`. -/
theorem exists_factor {K V W U : Type*} [Field K] [AddCommGroup V] [Module K V]
    [AddCommGroup W] [Module K W] [AddCommGroup U] [Module K U]
    (f : V →ₗ[K] W) (h : V →ₗ[K] U) (hk : ∀ v, f v = 0 → h v = 0) :
    ∃ g : W →ₗ[K] U, ∀ v, g (f v) = h v := by
  have hle : LinearMap.ker f ≤ LinearMap.ker h := fun v hv =>
    LinearMap.mem_ker.mpr (hk v (LinearMap.mem_ker.mp hv))
  -- modulo its kernel, `f` is injective and has a left inverse
  obtain ⟨g, hg⟩ := ((LinearMap.ker f).liftQ f le_rfl).exists_leftInverse_of_injective
    (Submodule.ker_liftQ_eq_bot _ _ _ le_rfl)
  refine ⟨((LinearMap.ker f).liftQ h hle) ∘ₗ g, fun v => ?_⟩
  have h1 : g (f v) = Submodule.Quotient.mk v :=
    LinearMap.congr_fun hg (Submodule.Quotient.mk v)
  simp only [LinearMap.comp_apply, h1, Submodule.liftQ_apply]
```

Now let $u_b$ be one unit of bond $b$ and set $e_b=g(u_b)$. For the "reaction" that consists of one unit of species $s$ alone, the balance is row $s$ of $M$ and the error is $\delta_s$. Therefore
$$\delta_s=g\Big(\sum_b M_{sb}u_b\Big)=\sum_b M_{sb}e_b .$$
In the proof that reaction is `Pi.single s 1`; `hf` and `hh` compute its balance and error, and the last line expands $g$ over the unit vectors.

```lean
/-- If the errors cancel in every bond-conserving reaction with coefficients in a field `K`,
then they are sums of per-bond errors; the errors may lie in any vector space over `K`. -/
theorem exists_bond_errors {K U S B : Type*} [Field K] [AddCommGroup U] [Module K U]
    [Fintype S] [Fintype B] (M : Matrix S B K) (delta : S → U)
    (hc : ∀ nu : S → K, (∀ b, ∑ s, nu s * M s b = 0) → ∑ s, nu s • delta s = 0) :
    ∃ e : B → U, ∀ s, delta s = ∑ b, M s b • e b := by
  classical
  -- the bond balance and the reaction error, as linear maps of the coefficients
  let f : (S → K) →ₗ[K] (B → K) :=
    { toFun := fun nu b => ∑ s, nu s * M s b
      map_add' := by intro x y; ext b; simp [add_mul, Finset.sum_add_distrib]
      map_smul' := by intro c x; ext b; simp [Finset.mul_sum, mul_assoc] }
  let h : (S → K) →ₗ[K] U :=
    { toFun := fun nu => ∑ s, nu s • delta s
      map_add' := by intro x y; simp [add_smul, Finset.sum_add_distrib]
      map_smul' := by intro c x; simp [Finset.smul_sum, mul_smul] }
  obtain ⟨g, hg⟩ := exists_factor f h (fun nu hnu => hc nu (fun b => congrFun hnu b))
  -- the error of a bond is the value of `g` on one unit of that bond
  refine ⟨fun b => g (fun j => if b = j then 1 else 0), fun s => ?_⟩
  have h1 := hg (Pi.single s 1)
  have hf : f (Pi.single s 1) = fun b => M s b := by
    ext b
    simp [f, Pi.single_apply]
  have hh : h (Pi.single s 1) = delta s := by
    simp [h, Pi.single_apply]
  rw [hf, hh] at h1
  exact h1.symm.trans (LinearMap.pi_apply_eq_sum_univ g _)
```

Q: Why an arbitrary field `K` and a vector space `U`?

A: Because the lemma is used twice. With both real, it gives the main theorem:

```lean
/-- The errors of a method cancel in every isodesmic reaction if and only if they are
sums of per-bond errors. -/
theorem isodesmic_cancellation_iff {S B : Type*} [Fintype S] [Fintype B]
    (M : Matrix S B ℝ) (delta : S → ℝ) :
    (∀ nu, IsIsodesmic M nu → reactionError nu delta = 0) ↔
      ∃ e : B → ℝ, delta = bondSum M e := by
  constructor
  · intro h
    obtain ⟨e, he⟩ := exists_bond_errors M delta (fun nu hnu => h nu hnu)
    exact ⟨e, funext he⟩
  · rintro ⟨e, rfl⟩ nu hnu
    rw [reactionError_bondSum]
    exact Finset.sum_eq_zero fun b _ => by rw [hnu b, zero_mul]
```

The theorem says that some $e$ exists, not that it is unique. If the columns of $M$ are linearly dependent, several choices of bond errors give the same species errors.

Q: Real coefficients bother me. Chemists write whole numbers, so your hypothesis tests reactions that nobody writes down.

A: For whole-number bond counts, integer reactions are enough. Given rational coefficients $q_s$, let $D$ be the product of their denominators. Then $n_s=Dq_s$ are integers.

```lean
/-- Rational stoichiometric coefficients become integers after multiplication by a common
nonzero natural number. -/
theorem clear_denominators {S : Type*} [Fintype S] (q : S → ℚ) :
    ∃ (D : ℕ) (n : S → ℤ), D ≠ 0 ∧ ∀ s, (n s : ℚ) = D * q s := by
  have hd : ∀ s, ∃ k : ℕ, ∏ t, (q t).den = (q s).den * k := fun s =>
    Finset.dvd_prod_of_mem (fun t => (q t).den) (Finset.mem_univ s)
  choose k hk using hd
  refine ⟨∏ t, (q t).den, fun s => (q s).num * k s,
    Finset.prod_ne_zero_iff.mpr (fun t _ => (q t).den_nz), fun s => ?_⟩
  have h1 := Rat.mul_den_eq_num (q s)
  rw [hk s]
  push_cast
  linear_combination -(k s : ℚ) * h1
```

If $q$ is isodesmic, so is $n$, and the integer hypothesis gives $0=\sum_s n_s\delta_s=D\sum_s q_s\delta_s$. Since $D\neq0$, the error of $q$ vanishes. The converse above then applies with `K` the rationals and `U` the reals, so rational reactions produce real bond errors. In the code, `hiso` is the scaled bond balance and `herr` the scaled error.

```lean
/-- For integer bond counts, real errors cancel in every isodesmic reaction with integer
coefficients if and only if they are sums of real per-bond errors. -/
theorem integer_isodesmic_cancellation_iff {S B : Type*} [Fintype S] [Fintype B]
    (N : S → B → ℕ) (delta : S → ℝ) :
    (∀ nu : S → ℤ, IsIsodesmic (countMatrix N) (fun s => (nu s : ℝ)) →
      reactionError (fun s => (nu s : ℝ)) delta = 0) ↔
      ∃ e : B → ℝ, delta = bondSum (countMatrix N) e := by
  constructor
  · intro h
    obtain ⟨e, he⟩ := exists_bond_errors (K := ℚ) (fun s b => (N s b : ℚ)) delta (by
      intro q hq
      obtain ⟨D, n, hD, hn⟩ := clear_denominators q
      have hnR : ∀ s, (n s : ℝ) = (D : ℝ) * (q s : ℝ) := fun s => by
        exact_mod_cast congrArg (fun x : ℚ => (x : ℝ)) (hn s)
      -- the scaled reaction has integer coefficients and still conserves bonds
      have hiso : IsIsodesmic (countMatrix N) (fun s => (n s : ℝ)) := by
        intro b
        have hb : ∑ s, (q s : ℝ) * (N s b : ℝ) = 0 := by exact_mod_cast hq b
        simp only [countMatrix, hnR, mul_assoc]
        rw [← Finset.mul_sum, hb, mul_zero]
      have herr := h n hiso
      simp only [reactionError, hnR, mul_assoc] at herr
      rw [← Finset.mul_sum] at herr
      have hD' : (D : ℝ) ≠ 0 := Nat.cast_ne_zero.mpr hD
      simp only [Rat.smul_def]
      exact (mul_eq_zero.mp herr).resolve_left hD')
    refine ⟨e, funext fun s => ?_⟩
    rw [he s]
    simp [bondSum, countMatrix, Rat.smul_def]
  · intro he nu hnu
    exact (isodesmic_cancellation_iff _ _).mpr he _ hnu
```

Q: Does it matter that the counts are whole numbers?

A: Rational amounts, such as a bond order of $\tfrac32$, would do as well, since multiplying a column of $M$ by a common denominator makes them whole. Irrational amounts can fail. Take two species and one bond type with amounts $1$ and $\sqrt2$. The only integer solution of $\nu_0+\sqrt2\,\nu_1=0$ is $\nu=0$, so every error vector passes the integer test. But $\delta=(1,0)$ is not a multiple of $(1,\sqrt2)$.

Q: And if a method's errors are not exactly bond-additive?

A: Then the residuals limit the damage. For any $e$, the part $Me$ drops out of an isodesmic reaction, which leaves
$$\Big|\sum_s\nu_s\delta_s\Big|=\Big|\sum_s\nu_s\big(\delta_s-(Me)_s\big)\Big|\le\sum_s|\nu_s|\,\big|\delta_s-(Me)_s\big| .$$

```lean
/-- For any choice of per-bond errors, the error of an isodesmic reaction is at most the sum
of the absolute residuals of the species, weighted by the absolute coefficients. -/
theorem isodesmic_error_le {S B : Type*} [Fintype S] [Fintype B]
    (M : Matrix S B ℝ) (nu delta : S → ℝ) (e : B → ℝ) (hnu : IsIsodesmic M nu) :
    |reactionError nu delta| ≤ ∑ s, |nu s| * |delta s - bondSum M e s| := by
  have h0 : ∑ s, nu s * bondSum M e s = 0 :=
    (isodesmic_cancellation_iff M (bondSum M e)).mpr ⟨e, rfl⟩ nu hnu
  -- the bond-additive part drops out
  have h1 : reactionError nu delta = ∑ s, nu s * (delta s - bondSum M e s) := by
    simp only [mul_sub, Finset.sum_sub_distrib, h0, sub_zero, reactionError]
  rw [h1]
  refine (Finset.abs_sum_le_sum_abs _ _).trans (le_of_eq ?_)
  exact Finset.sum_congr rfl fun s _ => abs_mul _ _
```

In a benchmark script you can fit $e$ to the known errors by unweighted linear least squares and inspect the residual $r=\delta-Me$. It is orthogonal to the columns of $M$, so $r$ is itself an isodesmic coefficient vector, with error $\sum_s r_s\delta_s=\sum_s r_s^2$. A nonzero residual thus names a reaction in which the cancellation fails.

Q: Back to my three alkanes.

A: Number them 0, 1, 2. Their C–H and C–C counts are $(4,0)$, $(6,1)$ and $(8,2)$.

```lean
/-- Numbers of C-H and C-C bonds in methane, ethane and propane. -/
def alkaneBonds : Fin 3 → Fin 2 → ℕ := ![![4, 0], ![6, 1], ![8, 2]]
```

Your reaction has $\nu=(-1,2,-1)$, with balances $-4+12-8=0$ and $0+2-2=0$.

```lean
/-- The reaction propane + methane → 2 ethane is isodesmic. -/
theorem alkane_reaction_isodesmic :
    IsIsodesmic (countMatrix alkaneBonds) ![-1, 2, -1] := by
  intro b
  fin_cases b <;> norm_num [countMatrix, alkaneBonds, Fin.sum_univ_succ]
```

Bond additivity amounts to $\delta_0+\delta_2=2\delta_1$. If the errors are additive, both sides equal $12e_{\mathrm{CH}}+2e_{\mathrm{CC}}$. Conversely, methane fixes $e_{\mathrm{CH}}=\delta_0/4$ and ethane fixes $e_{\mathrm{CC}}=\delta_1-\tfrac32\delta_0$. Propane then requires $2\delta_0+2\delta_1-3\delta_0=2\delta_1-\delta_0$, which is $\delta_2$ by the condition. Your errors give $1$ on the left and $0$ on the right.

```lean
/-- Errors for methane, ethane and propane are sums of C-H and C-C errors if and only if the
errors of methane and propane add up to twice that of ethane. -/
theorem alkane_bond_additive_iff (delta : Fin 3 → ℝ) :
    (∃ e : Fin 2 → ℝ, delta = bondSum (countMatrix alkaneBonds) e) ↔
      delta 0 + delta 2 = 2 * delta 1 := by
  constructor
  · rintro ⟨e, he⟩
    have h0 := congrFun he 0
    have h1 := congrFun he 1
    have h2 := congrFun he 2
    simp [bondSum, countMatrix, alkaneBonds, Fin.sum_univ_succ] at h0 h1 h2
    linarith
  · intro h
    -- methane fixes the C-H error, ethane then fixes the C-C error
    refine ⟨![delta 0 / 4, delta 1 - 3 / 2 * delta 0], ?_⟩
    ext s
    fin_cases s <;> simp [bondSum, countMatrix, alkaneBonds, Fin.sum_univ_succ] <;> linarith

end

end IsodesmicCancellation
```

Q: So what does this tell me about a density functional?

A: It tells you which error patterns cancel in all isodesmic reactions among a finite set of species with a fixed bond classification. Whether a given functional's errors have that pattern is a matter for benchmark data.

```lean
#print axioms IsodesmicCancellation.isodesmic_cancellation_iff
#print axioms IsodesmicCancellation.integer_isodesmic_cancellation_iff
#print axioms IsodesmicCancellation.alkane_reaction_isodesmic
#print axioms IsodesmicCancellation.alkane_bond_additive_iff
```

```
'IsodesmicCancellation.isodesmic_cancellation_iff' depends on axioms: [propext, Classical.choice, Quot.sound]
'IsodesmicCancellation.integer_isodesmic_cancellation_iff' depends on axioms: [propext, Classical.choice, Quot.sound]
'IsodesmicCancellation.alkane_reaction_isodesmic' depends on axioms: [propext, Classical.choice, Quot.sound]
'IsodesmicCancellation.alkane_bond_additive_iff' depends on axioms: [propext, Classical.choice, Quot.sound]
```
